# The derivative of the Bernstein sums that extend McWeeny's purification polynomial

For each natural number m, let p(x) be the sum of the Bernstein polynomials of degree 2m+1 with index from m+1 to 2m+1; for m = 1 this is 3x² − 2x³, the polynomial of McWeeny's density-matrix purification. The lemma states that p′(x) = (2m+1) C(2m,m) xᵐ(1−x)ᵐ, where C(2m,m) is the central binomial coefficient. It is an identity between real polynomials, and no density matrix or Hamiltonian enters it. The attempt writes the derivative of each term as 2m+1 times a difference of two Bernstein polynomials of degree 2m, telescopes the sum, and means to drop the last polynomial, which is zero because its index exceeds its degree.

As first written in Lean, the proof fails:

```lean
import Mathlib

open Polynomial

namespace DerivativeMajority

noncomputable section

/-- The sum of the Bernstein polynomials of degree `2m+1` with index from `m+1` to `2m+1`. -/
def majority (m : ℕ) : ℝ[X] :=
  ∑ j ∈ Finset.range (m + 1), bernsteinPolynomial ℝ (2 * m + 1) (m + j + 1)

/-- The derivative of the Bernstein sum is `(2m+1) C(2m,m) x^m (1-x)^m`. -/
theorem derivative_majority (m : ℕ) : derivative (majority m) =
    C ((2 * m + 1) * (Nat.choose (2 * m) m : ℝ)) * (X ^ m * (1 - X) ^ m) := by
  have step : ∀ j, derivative (bernsteinPolynomial ℝ (2 * m + 1) (m + j + 1)) =
      ((2 * m + 1 : ℕ) : ℝ[X]) * (bernsteinPolynomial ℝ (2 * m) (m + j) -
        bernsteinPolynomial ℝ (2 * m) (m + j + 1)) := by
    intro j
    have h := bernsteinPolynomial.derivative_succ ℝ (2 * m + 1) (m + j)
    rw [Nat.add_sub_cancel] at h
    exact h
  -- the sum telescopes, and only the central Bernstein polynomial survives
  have tel : ∑ j ∈ Finset.range (m + 1), (bernsteinPolynomial ℝ (2 * m) (m + j) -
      bernsteinPolynomial ℝ (2 * m) (m + j + 1)) =
      bernsteinPolynomial ℝ (2 * m) m - bernsteinPolynomial ℝ (2 * m) (m + (m + 1)) :=
    Finset.sum_range_sub' (fun j => bernsteinPolynomial ℝ (2 * m) (m + j)) (m + 1)
  rw [majority, derivative_sum, Finset.sum_congr rfl (fun j _ => step j),
    ← Finset.mul_sum, tel, bernsteinPolynomial.eq_zero_of_lt ℝ (by omega), sub_zero,
    bernsteinPolynomial, show 2 * m - m = m by omega]
  simp only [map_mul, map_add, map_natCast, map_one, map_ofNat]
  push_cast
  ring

end

end DerivativeMajority
```

Messages:

```
Main.lean:29:67: error: omega could not prove the goal:
a possible counterexample may satisfy the constraints
  a ≥ 0
where
 a := ↑m
Main.lean:29:75: error: Tactic `rewrite` failed: Did not find an occurrence of the pattern
  ?a - 0
in the target expression
  ↑(2 * m + 1) * (0 - bernsteinPolynomial ℝ (2 * m) (m + (m + 1))) =
    C ((2 * ↑m + 1) * ↑((2 * m).choose m)) * (X ^ m * (1 - X) ^ m)

m : ℕ
step :
  ∀ (j : ℕ),
    derivative (bernsteinPolynomial ℝ (2 * m + 1) (m + j + 1)) =
      ↑(2 * m + 1) * (bernsteinPolynomial ℝ (2 * m) (m + j) - bernsteinPolynomial ℝ (2 * m) (m + j + 1))
tel :
  ∑ j ∈ Finset.range (m + 1), (bernsteinPolynomial ℝ (2 * m) (m + j) - bernsteinPolynomial ℝ (2 * m) (m + j + 1)) =
    bernsteinPolynomial ℝ (2 * m) m - bernsteinPolynomial ℝ (2 * m) (m + (m + 1))
⊢ ↑(2 * m + 1) * (0 - bernsteinPolynomial ℝ (2 * m) (m + (m + 1))) =
    C ((2 * ↑m + 1) * ↑((2 * m).choose m)) * (X ^ m * (1 - X) ^ m)
```

What went wrong. Both errors come from one rewrite that hit the wrong term. In `bernsteinPolynomial.eq_zero_of_lt ℝ (by omega)` neither the degree nor the index is given, so `rw` takes them from the first Bernstein polynomial it matches. After `tel` that is `bernsteinPolynomial ℝ (2 * m) m`, the one that should survive. `omega` is then asked for `2 * m < m`, which is false for every natural number, and this is the first message.

The second message shows the target after that rewrite: the difference has become `0 - bernsteinPolynomial ℝ (2 * m) (m + (m + 1))`, while `sub_zero` needs a zero on the right of the minus sign.

The repair states the vanishing separately, as `top`, with the index `m + (m + 1)` written out. `omega` now has to prove `2 * m < m + (m + 1)`, which is true, and rewriting with `top` can only replace the last polynomial. The zero then stands on the right, and `sub_zero` applies.

The mended proof, as a diff:

```diff
@@ -26,6 +26,8 @@
       bernsteinPolynomial ℝ (2 * m) m - bernsteinPolynomial ℝ (2 * m) (m + (m + 1)) :=
     Finset.sum_range_sub' (fun j => bernsteinPolynomial ℝ (2 * m) (m + j)) (m + 1)
+  have top : bernsteinPolynomial ℝ (2 * m) (m + (m + 1)) = 0 :=
+    bernsteinPolynomial.eq_zero_of_lt ℝ (by omega)
   rw [majority, derivative_sum, Finset.sum_congr rfl (fun j _ => step j),
-    ← Finset.mul_sum, tel, bernsteinPolynomial.eq_zero_of_lt ℝ (by omega), sub_zero,
+    ← Finset.mul_sum, tel, top, sub_zero,
     bernsteinPolynomial, show 2 * m - m = m by omega]
   simp only [map_mul, map_add, map_natCast, map_one, map_ofNat]
```
